# The mean of |S(G)|² over nonzero G for n atoms on M periodic sites is n(M−n)/(M−1)

Place n identical atoms on distinct sites of a periodic row of M equally spaced sites, with 0 < n < M. The structure factor S(G) is the sum of the phases exp(−2πiGx/M) over the occupied sites x. Wave vectors G and site differences are both taken modulo M, so G runs over 0, 1, …, M−1. Then:

- the average of |S(G)|² over the M−1 nonzero wave vectors is n(M−n)/(M−1);
- at least one component with G ≠ 0 is different from zero;
- all nonzero components have the average intensity if and only if every nonzero site difference occurs equally often among the ordered pairs of atoms.

## An alloy in a periodic cell

A random alloy, averaged over all placements of its atoms, has mean amplitude zero at every nonzero G. A single supercell holds one placement, and its amplitudes cannot all vanish. In this sense no partially filled cell of the one-dimensional, unrelaxed model is featureless.

In a plane-wave calculation this enters through the local ionic potential. Suppose that the cell contains only this row of M atoms, with species A on n sites and species B on the other M−n. For a wave vector along the row, labelled by an integer G, the potential has the component

V(G) = [v_A(G) S_A(G) + v_B(G) S_B(G)] / Ω,

where Ω is the cell volume, v_A and v_B are the Fourier transforms of the atomic potentials, and S_A and S_B are the structure factors of the two species. If G is not a multiple of M, the phases of all M sites add up to zero, so S_B(G) = −S_A(G) and

V(G) = [v_A(G) − v_B(G)] S_A(G) / Ω.

This is the matrix element of the local ionic potential between the plane waves k and k+G. In the ideal lattice of one species it is zero. The Hartree and exchange–correlation potentials, and the nonlocal part of a pseudopotential, can also couple these waves and are left out here. With three A atoms on sites 1, 2 and 4 of a seven-site cell, |S_A(G)|² = 2 at each such G, so the size of this local ionic matrix element varies with G only through v_A − v_B. The formula for V(G) is an input from physics and is not formalised below.

## The statement in Lean

The occupied sites form `A : Finset (ZMod M)`. A finite set holds each site at most once, which rules out double occupancy, and n is `A.card`. Site positions and wave vectors are both integers modulo M, so G runs over one period of S. The character `ZMod.stdAddChar` sends x to exp(2πix/M), and the minus sign in `structureFactor` fixes the convention. S is not normalised: S(0) = n.

`pairCount A d` counts ordered pairs of atoms with difference d, including an atom paired with itself when d = 0. `meanIntensity A` is the sum of |S(G)|² over nonzero G, divided by M−1.

The theorem `no_featureless_supercell` assumes `0 < A.card` and `A.card < M`, and its three parts are the three claims above. In an empty or a full cell every component with G ≠ 0 vanishes, so the second part fails there.

The model has one dimension, identical point scatterers of unit strength and atoms exactly on their sites. Relaxation, thermal motion and three-dimensional cells would need a separate treatment.

## From phases to pair counts

For an integer b modulo M, let q = exp(2πib/M). If b = 0, the M powers of q add up to M. Otherwise q ≠ 1 and q^M = 1, so the geometric sum (q^M − 1)/(q − 1) is zero. Hence

Σ_G exp(2πiGb/M) = M if b = 0, and 0 otherwise.

Write P(d) for the number of ordered pairs (x, y) of atoms with x − y = d. Multiplying S(G) by its complex conjugate and grouping the pairs by difference gives

|S(G)|² = Σ_{x,y∈A} exp(−2πiG(x−y)/M) = Σ_d P(d) exp(−2πiGd/M).

The inverse transform recovers the counts:

Σ_G |S(G)|² exp(2πiGd/M) = Σ_e P(e) Σ_G exp(2πiG(d−e)/M) = M P(d).

## The sum rule

At d = 0 only the pairs of an atom with itself count, so P(0) = n and the intensities at all G add up to Mn. Removing |S(0)|² = n² leaves

Σ_{G≠0} |S(G)|² = Mn − n² = n(M−n).

Division by M−1 gives the mean. The total is positive for 0 < n < M, so some nonzero component survives.

## When all nonzero components are equal

Let f be a function on the cell with f(x) = c for every x ≠ 0. It is the constant c plus a spike of height f(0) − c at the origin. For b ≠ 0 the constant contributes nothing to the transform, and

Σ_x f(x) exp(2πixb/M) = f(0) − c.

Suppose first that |S(G)|² = c at every G ≠ 0. Taking the intensity as f gives, for d ≠ 0,

M P(d) = n² − c,

which is the same for every nonzero d. Conversely, suppose that P(d) = λ at every d ≠ 0. Taking P as f gives |S(G)|² = n − λ at every G ≠ 0, and a constant equals its own mean.

In the flat case c = n(M−n)/(M−1). Inserting this gives

M P(d) = [n²(M−1) − n(M−n)]/(M−1) = M n(n−1)/(M−1),

so (M−1) P(d) = n(n−1) for d ≠ 0. Since P(d) is an integer, M−1 must divide n(n−1). Four atoms on eight sites would need 7 P(d) = 12, so no such arrangement is flat.

For sites 1, 2 and 4 in a cell of seven, the differences 2−1, 4−2 and 4−1 are 1, 2 and 3, and the reversed pairs give 6, 5 and 4. Each nonzero difference occurs once, and the common intensity is 3·4/6 = 2.

## The complete Lean file

```lean
import Mathlib

open Finset

namespace SupercellStructureFactor

noncomputable section

variable {M : ℕ} [NeZero M]

/-- The structure factor `S(G) = ∑ exp(-2πi G x / M)`, summed over the occupied sites `x`
of a periodic cell with `M` sites. -/
def structureFactor (A : Finset (ZMod M)) (G : ZMod M) : ℂ :=
  ∑ x ∈ A, ZMod.stdAddChar (-(G * x))

/-- The number of ordered pairs of atoms whose site difference is `d`. -/
def pairCount (A : Finset (ZMod M)) (d : ZMod M) : ℕ :=
  ((A ×ˢ A).filter (fun p => p.1 - p.2 = d)).card

/-- The average of `|S(G)|²` over the `M - 1` nonzero wave vectors, for a cell with `M > 1`. -/
def meanIntensity (A : Finset (ZMod M)) : ℝ :=
  (∑ G ∈ univ.erase (0 : ZMod M), ‖structureFactor A G‖ ^ 2) / ((M : ℝ) - 1)

/-- Orthogonality of plane waves: the phases `exp(2πi G b / M)` summed over all `G` give `M`
if `b = 0` and zero otherwise. -/
theorem sum_phase (b : ZMod M) :
    ∑ G : ZMod M, (ZMod.stdAddChar (G * b) : ℂ) = if b = 0 then (M : ℂ) else 0 := by
  rw [AddChar.sum_mulShift b (ZMod.isPrimitive_stdAddChar M)]
  split_ifs <;> simp [ZMod.card]

/-- The intensity `|S(G)|²` is the Fourier transform of the pair counts. -/
theorem intensity_eq_pairs (A : Finset (ZMod M)) (G : ZMod M) :
    ((‖structureFactor A G‖ ^ 2 : ℝ) : ℂ) =
      ∑ d, (pairCount A d : ℂ) * ZMod.stdAddChar (-(G * d)) := by
  -- write the intensity as a sum over ordered pairs of atoms
  have h1 : ((‖structureFactor A G‖ ^ 2 : ℝ) : ℂ) =
      ∑ p ∈ A ×ˢ A, ZMod.stdAddChar (-(G * (p.1 - p.2))) := by
    rw [← Complex.normSq_eq_norm_sq, ← Complex.mul_conj, structureFactor, map_sum,
      Finset.sum_mul_sum, Finset.sum_product]
    refine Finset.sum_congr rfl fun x _ => Finset.sum_congr rfl fun y _ => ?_
    rw [← AddChar.map_neg_eq_conj, ← AddChar.map_add_eq_mul]
    congr 1
    ring
  -- collect the pairs by their difference
  rw [h1, ← Finset.sum_fiberwise (A ×ˢ A) (fun p => p.1 - p.2)]
  refine Finset.sum_congr rfl fun d _ => ?_
  rw [pairCount, ← nsmul_eq_mul, ← Finset.sum_const]
  refine Finset.sum_congr rfl fun p hp => ?_
  have h : p.1 - p.2 = d := (Finset.mem_filter.mp hp).2
  rw [h]

/-- The inverse transform of the intensities returns `M` times the pair counts. -/
theorem pairs_eq_intensity (A : Finset (ZMod M)) (d : ZMod M) :
    ∑ G, ((‖structureFactor A G‖ ^ 2 : ℝ) : ℂ) * ZMod.stdAddChar (G * d) =
      (M : ℂ) * pairCount A d := by
  calc ∑ G, ((‖structureFactor A G‖ ^ 2 : ℝ) : ℂ) * ZMod.stdAddChar (G * d)
      = ∑ G : ZMod M, ∑ e, (pairCount A e : ℂ) * ZMod.stdAddChar (G * (d - e)) := by
        refine Finset.sum_congr rfl fun G _ => ?_
        rw [intensity_eq_pairs, Finset.sum_mul]
        refine Finset.sum_congr rfl fun e _ => ?_
        have h : -(G * e) + G * d = G * (d - e) := by ring
        rw [mul_assoc, ← AddChar.map_add_eq_mul, h]
    _ = ∑ e, (pairCount A e : ℂ) * (if d - e = 0 then (M : ℂ) else 0) := by
        rw [Finset.sum_comm]
        refine Finset.sum_congr rfl fun e _ => ?_
        rw [← Finset.mul_sum, sum_phase]
    _ = (M : ℂ) * pairCount A d := by
        simp [sub_eq_zero, mul_comm]

omit [NeZero M] in
/-- The pairs with zero site difference are the atoms paired with themselves, so their number
is the number of atoms. -/
lemma pairCount_zero (A : Finset (ZMod M)) : pairCount A 0 = A.card := by
  have h : (A ×ˢ A).filter (fun p => p.1 - p.2 = 0) = A.image (fun x => (x, x)) := by
    ext ⟨x, y⟩
    simp only [Finset.mem_filter, Finset.mem_product, Finset.mem_image, Prod.mk.injEq,
      sub_eq_zero]
    constructor
    · rintro ⟨⟨hx, _⟩, h⟩
      exact ⟨x, hx, rfl, h⟩
    · rintro ⟨z, hz, rfl, rfl⟩
      exact ⟨⟨hz, hz⟩, rfl⟩
  rw [pairCount, h, Finset.card_image_of_injective _ (fun a b h => congrArg Prod.fst h)]

/-- The structure factor at `G = 0` is the number of atoms. -/
lemma structureFactor_zero (A : Finset (ZMod M)) : structureFactor A 0 = A.card := by
  simp [structureFactor]

/-- Sum rule: for `n` atoms on `M` sites the intensities at all nonzero wave vectors
add up to `n (M - n)`. -/
theorem sum_intensity (A : Finset (ZMod M)) :
    ∑ G ∈ univ.erase (0 : ZMod M), ‖structureFactor A G‖ ^ 2 =
      (A.card : ℝ) * ((M : ℝ) - A.card) := by
  have h := pairs_eq_intensity A 0
  simp only [mul_zero, AddChar.map_zero_eq_one, mul_one, pairCount_zero] at h
  have h' : ∑ G, ‖structureFactor A G‖ ^ 2 = (M : ℝ) * A.card := by exact_mod_cast h
  -- remove the forward component S(0) = n
  have h2 := Finset.add_sum_erase Finset.univ (fun G => ‖structureFactor A G‖ ^ 2)
    (Finset.mem_univ (0 : ZMod M))
  simp only [structureFactor_zero, Complex.norm_natCast] at h2
  linear_combination h2 + h'

/-- A function on the cell that equals `c` away from the origin has the Fourier component
`f(0) - c` at every nonzero `b`. -/
theorem fourier_flat (f : ZMod M → ℂ) (c : ℂ) (hf : ∀ x, x ≠ 0 → f x = c)
    (b : ZMod M) (hb : b ≠ 0) :
    ∑ x, f x * ZMod.stdAddChar (x * b) = f 0 - c := by
  have h : ∀ x, f x * ZMod.stdAddChar (x * b) =
      c * ZMod.stdAddChar (x * b) + (if x = 0 then f 0 - c else 0) := by
    intro x
    by_cases hx : x = 0
    · subst hx
      simp
    · simp [hx, hf x hx]
  rw [Finset.sum_congr rfl fun x _ => h x, Finset.sum_add_distrib, ← Finset.mul_sum,
    sum_phase, if_neg hb]
  simp

/-- If `|S(G)|² = c` at every nonzero `G`, then `M` times the count of any nonzero site
difference is `n² - c`. -/
theorem pairCount_of_flat (A : Finset (ZMod M)) (c : ℝ)
    (hc : ∀ G, G ≠ 0 → ‖structureFactor A G‖ ^ 2 = c) (d : ZMod M) (hd : d ≠ 0) :
    (M : ℝ) * pairCount A d = (A.card : ℝ) ^ 2 - c := by
  have h := (pairs_eq_intensity A d).symm.trans
    (fourier_flat (fun G => ((‖structureFactor A G‖ ^ 2 : ℝ) : ℂ)) (c : ℂ)
      (fun G hG => congrArg Complex.ofReal (hc G hG)) d hd)
  simp only [structureFactor_zero, Complex.norm_natCast] at h
  exact_mod_cast h

/-- For `n` atoms on `M` sites with `0 < n < M`, the mean of `|S(G)|²` over nonzero `G` is
`n (M - n) / (M - 1)` and `S(G) ≠ 0` for some nonzero `G`. All nonzero components have the mean
intensity if and only if all nonzero site differences occur equally often. -/
theorem no_featureless_supercell (A : Finset (ZMod M)) (h0 : 0 < A.card) (h1 : A.card < M) :
    meanIntensity A = (A.card : ℝ) * ((M : ℝ) - A.card) / ((M : ℝ) - 1) ∧
    (∃ G, G ≠ 0 ∧ structureFactor A G ≠ 0) ∧
    ((∀ G, G ≠ 0 → ‖structureFactor A G‖ ^ 2 = meanIntensity A) ↔
      ∀ d, d ≠ 0 → ∀ e, e ≠ 0 → pairCount A d = pairCount A e) := by
  have hn : (0 : ℝ) < A.card := by exact_mod_cast h0
  have hnM : (A.card : ℝ) < M := by exact_mod_cast h1
  have hM : (1 : ℝ) < M := by exact_mod_cast (by omega : 1 < M)
  refine ⟨by rw [meanIntensity, sum_intensity], ?_, ?_, ?_⟩
  · -- if all components vanished, the sum rule would fail
    by_contra hcon
    have hz : ∑ G ∈ univ.erase (0 : ZMod M), ‖structureFactor A G‖ ^ 2 = 0 := by
      refine Finset.sum_eq_zero fun G hG => ?_
      have hS : structureFactor A G = 0 := by
        by_contra hS
        exact hcon ⟨G, Finset.ne_of_mem_erase hG, hS⟩
      simp [hS]
    rw [sum_intensity] at hz
    exact (mul_pos hn (sub_pos.mpr hnM)).ne' hz
  · intro hflat d hd e he
    have h := (pairCount_of_flat A _ hflat d hd).trans (pairCount_of_flat A _ hflat e he).symm
    have hM0 : (M : ℝ) ≠ 0 := by linarith
    exact_mod_cast mul_left_cancel₀ hM0 h
  · intro h G hG
    -- equal pair counts make the intensity the same at every nonzero H
    have hI : ∀ H, H ≠ 0 → ‖structureFactor A H‖ ^ 2 = (A.card : ℝ) - pairCount A G := by
      intro H hH
      have h2 := fourier_flat (fun d => (pairCount A d : ℂ)) (pairCount A G : ℂ)
        (fun d hd => congrArg Nat.cast (h d hd G hG)) (-H) (neg_ne_zero.mpr hH)
      have h3 : ((‖structureFactor A H‖ ^ 2 : ℝ) : ℂ) = (A.card : ℂ) - pairCount A G := by
        rw [intensity_eq_pairs, ← pairCount_zero A]
        refine (Finset.sum_congr rfl fun d _ => ?_).trans h2
        rw [show d * -H = -(H * d) by ring]
      exact_mod_cast h3
    have hcard : ((univ.erase (0 : ZMod M)).card : ℝ) = (M : ℝ) - 1 := by
      rw [Finset.card_erase_of_mem (Finset.mem_univ _), Finset.card_univ, ZMod.card,
        Nat.cast_sub (by omega), Nat.cast_one]
    have hM1 : (M : ℝ) - 1 ≠ 0 := by linarith
    rw [meanIntensity, Finset.sum_congr rfl fun H hH => hI H (Finset.ne_of_mem_erase hH),
      Finset.sum_const, nsmul_eq_mul, hcard, mul_div_cancel_left₀ _ hM1, hI G hG]

/-- If `0 < n < M` and all nonzero components have the mean intensity, then the count of each
nonzero site difference, multiplied by `M - 1`, is `n (n - 1)`. -/
theorem flat_pairCount (A : Finset (ZMod M)) (h0 : 0 < A.card) (h1 : A.card < M)
    (hflat : ∀ G, G ≠ 0 → ‖structureFactor A G‖ ^ 2 = meanIntensity A)
    (d : ZMod M) (hd : d ≠ 0) :
    ((M : ℝ) - 1) * pairCount A d = (A.card : ℝ) * ((A.card : ℝ) - 1) := by
  have hM : (1 : ℝ) < M := by exact_mod_cast (by omega : 1 < M)
  have hM0 : (M : ℝ) ≠ 0 := by linarith
  have hM1 : (M : ℝ) - 1 ≠ 0 := by linarith
  have hp := pairCount_of_flat A _ hflat d hd
  have hm : meanIntensity A * ((M : ℝ) - 1) = (A.card : ℝ) * ((M : ℝ) - A.card) := by
    rw [meanIntensity, sum_intensity, div_mul_cancel₀ _ hM1]
  apply mul_left_cancel₀ hM0
  linear_combination ((M : ℝ) - 1) * hp - hm

/-- Atoms on the sites 1, 2 and 4 of a seven-site cell have `|S(G)|² = 2` at every
nonzero `G`. -/
theorem seven_site_witness (G : ZMod 7) (hG : G ≠ 0) :
    ‖structureFactor ({1, 2, 4} : Finset (ZMod 7)) G‖ ^ 2 = 2 := by
  have hc : ({1, 2, 4} : Finset (ZMod 7)).card = 3 := by decide
  obtain ⟨hmean, _, hiff⟩ := no_featureless_supercell ({1, 2, 4} : Finset (ZMod 7))
    (by rw [hc]; norm_num) (by rw [hc]; norm_num)
  -- each of the six nonzero differences occurs once
  rw [hiff.mpr (by decide +kernel) G hG, hmean, hc]
  norm_num

end

end SupercellStructureFactor
```

```lean
#print axioms SupercellStructureFactor.no_featureless_supercell
-- 'SupercellStructureFactor.no_featureless_supercell' depends on axioms: [propext, Classical.choice, Quot.sound]
#print axioms SupercellStructureFactor.flat_pairCount
-- 'SupercellStructureFactor.flat_pairCount' depends on axioms: [propext, Classical.choice, Quot.sound]
```

## How the lemmas fit together

`sum_phase` is the orthogonality relation. Mathlib supplies the sum for a primitive character, and `ZMod.isPrimitive_stdAddChar` provides the primitivity, which takes the place of the geometric sum.

`intensity_eq_pairs` first writes |S(G)|² as a double sum over atoms, using `Complex.mul_conj` and `Finset.sum_mul_sum`. Then `Finset.sum_fiberwise` collects the pairs by difference. `pairs_eq_intensity` inserts this result, exchanges the two sums with `Finset.sum_comm` and applies orthogonality.

`pairCount_zero` and `structureFactor_zero` give P(0) = n and S(0) = n. With them `sum_intensity` evaluates the inverse transform at d = 0, and `Finset.add_sum_erase` splits off the term at G = 0.

`fourier_flat` is the decomposition into a constant and a spike. It is applied once in each direction of the equivalence. `pairCount_of_flat` applies it to the intensities and obtains M P(d) = n² − c.

In the main theorem the mean follows from the sum rule. The surviving component is found by contradiction: if all nonzero components vanished, a positive total would be zero. For the forward direction of the equivalence, two instances of `pairCount_of_flat` are compared and the factor M is cancelled. For the reverse direction, `fourier_flat` is applied to the pair counts at `-H`, because the transform from counts to intensities carries the minus sign. The resulting constant is then averaged over M−1 wave vectors.

`flat_pairCount` combines the sum rule with `pairCount_of_flat` to obtain (M−1) P(d) = n(n−1). In `seven_site_witness`, `decide +kernel` checks by enumeration that the nonzero differences occur equally often, and the main theorem then supplies the value 2.
